# Opposite parities at k = 0 and k = π under a k-independent inversion matrix force a one-dimensional tight-binding band's average quantum metric to be at least 1/4

Let \(u(k)\) be a continuously differentiable, normalized Bloch state, and let \(S\) be a \(k\)-independent inversion operator that preserves inner products and takes \(u(k)\) to \(u(-k)\) up to a phase. If \(Su(0)=u(0)\) and \(Su(\pi)=-u(\pi)\), then

\[
\frac1{2\pi}\int_{-\pi}^{\pi} g(k)\,dk\ \ge\ \frac14,
\qquad g(k)=\|u'(k)\|^2-|\langle u(k),u'(k)\rangle|^2 ,
\]

and a two-orbital band attains the value \(1/4\).

Take a single non-interacting band in a tight-binding model that treats the orbitals as points at the inversion centre of their cell, neglecting their widths and the dipole matrix elements between them. This average is then the smallest possible Wannier spread, in squared lattice constants. That reading is interpretation; the code deals with the integral alone.

## The metric and the symmetry data

The states live in a complex inner product space `E` of any dimension, with \(\mathbb C^n\) as the usual case.

In Lean 4 with Mathlib:

```lean
import Mathlib

open scoped ComplexConjugate Topology

namespace ParityQuantumMetric

noncomputable section

variable {E : Type*} [NormedAddCommGroup E] [InnerProductSpace ℂ E]
```

The inner product `inner ℂ x y` is \(\langle x,y\rangle\), conjugate-linear in the first argument. The quantum metric is the squared speed of the state minus the part that only changes its phase.

```lean
/-- The quantum metric `‖u'‖² - |⟨u,u'⟩|²` of a differentiable family of normalized states. -/
def quantumMetric (u : ℝ → E) (k : ℝ) : ℝ :=
  ‖deriv u k‖ ^ 2 - ‖inner ℂ (u k) (deriv u k)‖ ^ 2
```

The wavenumber is dimensionless, with the lattice constant set to one, so the zone has length \(2\pi\).

```lean
/-- The average of an integrable function over the Brillouin zone `[-π, π]`. -/
def zoneAverage (f : ℝ → ℝ) : ℝ :=
  1 / (2 * Real.pi) * ∫ k in (-Real.pi)..Real.pi, f k
```

The physical assumptions are collected in one structure. The field `inversion` says that \(u(-k)=z\,Su(k)\) with \(|z|=1\), where \(z\) may depend on \(k\) in any way. The last two fields fix the parities. A unitary involution is an allowed \(S\), but \(S^2=1\) is not required. Because \(S\) does not depend on \(k\), the theorem leaves out models in which inversion takes some orbitals of the cell at the origin into other cells, and so acquires \(k\)-dependent phases. There the bound can fail: a single s orbital per cell, half a lattice constant from the inversion centre, has opposite parities at \(0\) and \(\pi\) but zero metric. The cell-periodic functions of a continuum crystal are left out too, since inversion takes \(u(\pi)\) to a multiple of \(e^{2\pi i x}u(\pi)\), with \(x\) the position in lattice constants, and not to \(-u(\pi)\). No Hamiltonian or gap appears: the smooth band is given.

```lean
/-- A C¹ normalized band with inversion symmetry `S`, which preserves inner products and maps
`u k` to `u (-k)` up to a phase; the band is even at `0` and odd at `π`. -/
structure OppositeParityBand (S : E →ₗ[ℂ] E) (u : ℝ → E) : Prop where
  smooth : ContDiff ℝ 1 u
  normalized : ∀ k, ‖u k‖ = 1
  isometry : ∀ x y, inner ℂ (S x) (S y) = inner ℂ x y
  inversion : ∀ k, ∃ z : ℂ, ‖z‖ = 1 ∧ u (-k) = z • S (u k)
  even_zero : S (u 0) = u 0
  odd_pi : S (u Real.pi) = -u Real.pi
```

## A speed limit for the fidelity

For a unit vector \(u\), write \(w_\perp=w-\langle u,w\rangle u\). Since \(w_\perp\) is orthogonal to \(u\),

\[
\|w_\perp\|^2=\|w\|^2-|\langle u,w\rangle|^2 .
\]

With \(w=u'\) this is \(g\), which is therefore non-negative.

```lean
/-- Removing from `w` its component along a unit vector `u` lowers the squared norm by
`|⟨u,w⟩|²`. -/
theorem norm_sq_project {u : E} (hu : ‖u‖ = 1) (w : E) :
    ‖w - inner ℂ u w • u‖ ^ 2 = ‖w‖ ^ 2 - ‖inner ℂ u w‖ ^ 2 := by
  rw [norm_sub_sq (𝕜 := ℂ), inner_smul_right, norm_smul, hu, ← inner_conj_symm w u,
    Complex.mul_conj]
  simp only [RCLike.re_to_complex, Complex.ofReal_re, Complex.normSq_eq_norm_sq]
  ring
```

Differentiating \(\langle u,u\rangle=1\) gives \(\langle u',u\rangle+\langle u,u'\rangle=2\,\mathrm{Re}\langle u,u'\rangle=0\). The proof obtains this by comparing two derivatives of the same constant function.

```lean
/-- For a C¹ normalized family, `⟨u,u'⟩` is purely imaginary. -/
theorem inner_deriv_re {u : ℝ → E} (hu : ContDiff ℝ 1 u) (hn : ∀ k, ‖u k‖ = 1) (k : ℝ) :
    (inner ℂ (u k) (deriv u k)).re = 0 := by
  have hk := (hu.differentiable (by norm_num) k).hasDerivAt
  have h1 := hk.inner ℂ hk
  have h2 : (fun t => inner ℂ (u t) (u t)) = fun _ => (1 : ℂ) := by
    ext t
    rw [inner_self_eq_norm_sq_to_K, hn]
    simp
  rw [h2] at h1
  have h3 := congrArg Complex.re (h1.unique (hasDerivAt_const k (1 : ℂ)))
  rw [← inner_conj_symm (deriv u k) (u k)] at h3
  simp only [Complex.add_re, Complex.conj_re, Complex.zero_re] at h3
  linarith
```

Now fix a unit vector \(v\) and let \(F=|\langle v,u\rangle|^2\). With \(w=u'\), its rate is \(F'=2\,\mathrm{Re}\big(\overline{\langle v,u\rangle}\langle v,w\rangle\big)\). Let \(v_\perp=v-\langle u,v\rangle u\). Then

\[
\langle v,w\rangle=\langle v_\perp,w_\perp\rangle+\langle u,w\rangle\langle v,u\rangle .
\]

The second term contributes \(F\langle u,w\rangle\) inside the real part, which is imaginary and drops out. Cauchy–Schwarz and \(\|v_\perp\|^2=1-F\) leave

\[
F'^2\le 4F(1-F)\,g .
\]

In the code, `hqp` is the decomposition, `key` removes the imaginary term, and `h1` is Cauchy–Schwarz, which is then squared.

```lean
/-- Speed limit for the fidelity `F = |⟨v,u⟩|²` of unit vectors: if `v` is fixed and `u` has
velocity `w` with `⟨u,w⟩` imaginary, the squared rate of `F` is at most `4F(1-F)(‖w‖² - |⟨u,w⟩|²)`.
-/
theorem fidelity_speed {v u w : E} (hv : ‖v‖ = 1) (hu : ‖u‖ = 1)
    (h0 : (inner ℂ u w).re = 0) :
    (2 * (conj (inner ℂ v u) * inner ℂ v w).re) ^ 2 ≤
      4 * (‖inner ℂ v u‖ ^ 2 * (1 - ‖inner ℂ v u‖ ^ 2)) *
        (‖w‖ ^ 2 - ‖inner ℂ u w‖ ^ 2) := by
  have huu : inner ℂ u u = (1 : ℂ) := by
    rw [inner_self_eq_norm_sq_to_K, hu]
    simp
  have hqp : inner ℂ (v - inner ℂ u v • u) (w - inner ℂ u w • u) =
      inner ℂ v w - inner ℂ u w * inner ℂ v u := by
    simp only [inner_sub_left, inner_sub_right, inner_smul_left, inner_smul_right,
      inner_conj_symm, huu]
    ring
  -- only the parts orthogonal to `u` change the fidelity
  have key : (conj (inner ℂ v u) * inner ℂ v w).re = (conj (inner ℂ v u) *
      inner ℂ (v - inner ℂ u v • u) (w - inner ℂ u w • u)).re := by
    rw [hqp]
    simp only [Complex.mul_re, Complex.mul_im, Complex.sub_re, Complex.sub_im,
      Complex.conj_re, Complex.conj_im]
    linear_combination ((inner ℂ v u).re ^ 2 + (inner ℂ v u).im ^ 2) * h0
  have h1 : |(conj (inner ℂ v u) * inner ℂ v w).re| ≤
      ‖inner ℂ v u‖ * (‖v - inner ℂ u v • u‖ * ‖w - inner ℂ u w • u‖) := by
    rw [key]
    refine (Complex.abs_re_le_norm _).trans ?_
    rw [norm_mul, RCLike.norm_conj]
    exact mul_le_mul_of_nonneg_left (norm_inner_le_norm _ _) (norm_nonneg _)
  have h2 := pow_le_pow_left₀ (abs_nonneg _) h1 2
  rw [sq_abs, mul_pow, mul_pow, norm_sq_project hu, norm_sq_project hu, hv,
    norm_inner_symm u v] at h2
  nlinarith [h2]
```

## The cost of reaching an orthogonal state

Since \(u\) and \(u'\) are continuous, so is \(g\); its integral can therefore be differentiated with respect to the upper limit.

```lean
/-- The quantum metric of a C¹ family is continuous. -/
theorem continuous_metric {u : ℝ → E} (hu : ContDiff ℝ 1 u) :
    Continuous (quantumMetric u) := by
  have hd : Continuous (deriv u) := hu.continuous_deriv le_rfl
  have hi : Continuous fun k => inner ℂ (u k) (deriv u k) :=
    continuous_inner.comp (hu.continuous.prodMk hd)
  exact (hd.norm.pow 2).sub (hi.norm.pow 2)
```

Suppose \(a<b\) and \(\langle u(a),u(b)\rangle=0\). Take \(v=u(a)\), so that \(F(a)=1\) and \(F(b)=0\). The natural angle \(\arcsin(2F-1)\) has trouble at exactly these values, where arcsine is not differentiable. For \(0<r<1\), use instead

\[
\theta_r=\arcsin\big(r(2F-1)\big).
\]

Setting \(y=2F-1\), so that \(4F(1-F)=1-y^2\), the speed limit gives

\[
\theta_r'^2=\frac{4r^2F'^2}{1-r^2y^2}\le 4g\,\frac{r^2(1-y^2)}{1-r^2y^2}\le 4g .
\]

For any real \(c\), define \(G(k)=\int_a^k g\,dt+c^2k+c\,\theta_r(k)\). Then

\[
G'=g+c^2+c\,\theta_r'\ \ge\ \Big(c+\frac{\theta_r'}2\Big)^2\ge0 .
\]

Since \(\theta_r(a)=\arcsin r\) and \(\theta_r(b)=-\arcsin r\), the inequality \(G(a)\le G(b)\) reads

\[
2c\arcsin r\le c^2(b-a)+\int_a^b g\,dk .
\]

Letting \(r\to1\) turns the left side into \(c\pi\). The choice \(c=\pi/(2(b-a))\) then yields

\[
\int_a^b g\,dk\ \ge\ \frac{\pi^2}{2(b-a)}-\frac{\pi^2}{4(b-a)}=\frac{\pi^2}{4(b-a)} .
\]

In the proof, `hder` bounds the angular rate, `hm` is the monotonicity of \(G\), and `hlim` takes the limit. The calls to `nlinarith` supply the inequalities above from the listed squares and products.

```lean
/-- If a C¹ normalized family has orthogonal states at `a < b`, its integrated quantum metric
between them is at least `π²/(4(b-a))`. -/
theorem metric_integral_ge {u : ℝ → E} (hu : ContDiff ℝ 1 u) (hn : ∀ k, ‖u k‖ = 1)
    {a b : ℝ} (hab : a < b) (ho : inner ℂ (u a) (u b) = 0) :
    Real.pi ^ 2 / (4 * (b - a)) ≤ ∫ k in a..b, quantumMetric u k := by
  have main : ∀ c : ℝ, ∀ r ∈ Set.Ioo (0 : ℝ) 1,
      c * (2 * Real.arcsin r) ≤ c ^ 2 * (b - a) + ∫ k in a..b, quantumMetric u k := by
    intro c r hr
    -- the regularized angle is differentiable, with squared rate at most `4g`
    have hder : ∀ k, ∃ d, HasDerivAt
        (fun t => Real.arcsin (r * (2 * ‖inner ℂ (u a) (u t)‖ ^ 2 - 1))) d k ∧
        d ^ 2 ≤ 4 * quantumMetric u k := by
      intro k
      have hk := (hu.differentiable (by norm_num) k).hasDerivAt
      have hz : HasDerivAt (fun t => inner ℂ (u a) (u t)) (inner ℂ (u a) (deriv u k)) k := by
        simpa using (hasDerivAt_const k (u a)).inner ℂ hk
      have hf : HasDerivAt (fun t => ‖inner ℂ (u a) (u t)‖ ^ 2)
          (2 * (conj (inner ℂ (u a) (u k)) * inner ℂ (u a) (deriv u k)).re) k := by
        convert hz.norm_sq using 1
        simp [Complex.inner, mul_comm]
      have hs := fidelity_speed (hn a) (hn k) (inner_deriv_re hu hn k)
      have hg : 0 ≤ quantumMetric u k := by
        rw [quantumMetric, ← norm_sq_project (hn k)]
        positivity
      have h1 : ‖inner ℂ (u a) (u k)‖ ^ 2 ≤ 1 := by
        have h := norm_inner_le_norm (𝕜 := ℂ) (u a) (u k)
        rw [hn, hn, mul_one] at h
        exact pow_le_one₀ (norm_nonneg _) h
      have hp := mul_nonneg hr.1.le (sq_nonneg ‖inner ℂ (u a) (u k)‖)
      have hq := mul_nonneg hr.1.le (sub_nonneg.2 h1)
      have hlo : -1 < r * (2 * ‖inner ℂ (u a) (u k)‖ ^ 2 - 1) := by linarith [hr.2]
      have hhi : r * (2 * ‖inner ℂ (u a) (u k)‖ ^ 2 - 1) < 1 := by linarith [hr.2]
      have hD : 0 < 1 - (r * (2 * ‖inner ℂ (u a) (u k)‖ ^ 2 - 1)) ^ 2 := by
        nlinarith [mul_pos (sub_pos.2 hlo) (sub_pos.2 hhi)]
      have hy := ((hf.const_mul 2).sub_const 1).const_mul r
      have harc := Real.hasDerivAt_arcsin hlo.ne' hhi.ne
      have hcomp := harc.comp k hy
      refine ⟨_, hcomp, ?_⟩
      rw [mul_pow, div_pow, one_pow, Real.sq_sqrt hD.le, div_mul_eq_mul_div,
        div_le_iff₀ hD]
      change _ ≤ _ * quantumMetric u k at hs
      have hr2 : 0 ≤ 1 - r ^ 2 := by nlinarith [hr.1, hr.2]
      nlinarith [mul_le_mul_of_nonneg_left hs (sq_nonneg r), mul_nonneg hr2 hg]
    choose d hd hd2 using hder
    obtain ⟨G, hG⟩ : ∃ G : ℝ → ℝ, G = fun k => (∫ t in a..k, quantumMetric u t) +
        c ^ 2 * k + c * Real.arcsin (r * (2 * ‖inner ℂ (u a) (u k)‖ ^ 2 - 1)) := ⟨_, rfl⟩
    have hG' : ∀ k, HasDerivAt G (quantumMetric u k + c ^ 2 * 1 + c * d k) k := by
      intro k
      rw [hG]
      exact (((continuous_metric hu).integral_hasStrictDerivAt a k).hasDerivAt.fun_add
        ((hasDerivAt_id' k).const_mul (c ^ 2))).fun_add ((hd k).const_mul c)
    have hm : Monotone G := monotone_of_deriv_nonneg
      (fun k => (hG' k).differentiableAt) (fun k => by
        rw [(hG' k).deriv]
        nlinarith [sq_nonneg (c + d k / 2), hd2 k])
    have h := hm hab.le
    have haa : ‖inner ℂ (u a) (u a)‖ = 1 := by
      rw [inner_self_eq_norm_sq_to_K, hn]
      simp
    simp only [hG, intervalIntegral.integral_same, haa, ho, norm_zero] at h
    rw [show r * (2 * 1 ^ 2 - 1) = r by ring, show r * (2 * 0 ^ 2 - 1) = -r by ring,
      Real.arcsin_neg] at h
    linarith
  -- remove the regularization, then choose the optimal constant speed
  have hlim (c : ℝ) : c * (2 * Real.arcsin 1) ≤
      c ^ 2 * (b - a) + ∫ k in a..b, quantumMetric u k := by
    have hc : Continuous fun r => c * (2 * Real.arcsin r) :=
      continuous_const.mul (continuous_const.mul Real.continuous_arcsin)
    refine le_of_tendsto ((hc.tendsto 1).mono_left (nhdsWithin_le_nhds (s := Set.Iio 1))) ?_
    filter_upwards [Ioo_mem_nhdsLT (zero_lt_one' ℝ)] with r hr using main c r hr
  have h := hlim (Real.pi / (2 * (b - a)))
  rw [Real.arcsin_one] at h
  have hT : b - a ≠ 0 := (sub_pos.2 hab).ne'
  have e : Real.pi / (2 * (b - a)) * (2 * (Real.pi / 2)) -
      (Real.pi / (2 * (b - a))) ^ 2 * (b - a) = Real.pi ^ 2 / (4 * (b - a)) := by
    field_simp
    ring
  linarith
```

## Each half zone joins two orthogonal states

Preservation of inner products gives

\[
\langle u(0),u(\pi)\rangle=\langle Su(0),Su(\pi)\rangle=-\langle u(0),u(\pi)\rangle ,
\]

so the overlap vanishes. Inversion at \(k=\pi\) gives \(u(-\pi)=z\,Su(\pi)=-z\,u(\pi)\), which is therefore also orthogonal to \(u(0)\). Each half zone has length \(\pi\) and contributes at least \(\pi^2/(4\pi)=\pi/4\). Their sum is at least \(\pi/2\), and division by \(2\pi\) gives \(1/4\). The code names the overlaps `h0` and `h1`, and the half-zone bounds `A` and `B`.

```lean
/-- Opposite inversion parities at `0` and `π` force the zone-averaged quantum metric of a
C¹ normalized inversion-symmetric band to be at least `1/4`. -/
theorem average_metric_ge {S : E →ₗ[ℂ] E} {u : ℝ → E} (h : OppositeParityBand S u) :
    1 / 4 ≤ zoneAverage (quantumMetric u) := by
  have h0 : inner ℂ (u 0) (u Real.pi) = 0 := by
    have hi := h.isometry (u 0) (u Real.pi)
    rw [h.even_zero, h.odd_pi, inner_neg_right] at hi
    linear_combination (-1 / 2 : ℂ) * hi
  have h1 : inner ℂ (u (-Real.pi)) (u 0) = 0 := by
    obtain ⟨z, -, hz⟩ := h.inversion Real.pi
    rw [hz, h.odd_pi, inner_smul_left, inner_neg_left,
      ← inner_conj_symm (u Real.pi) (u 0), h0]
    simp
  have hp := Real.pi_pos
  have A := metric_integral_ge h.smooth h.normalized (neg_lt_zero.2 hp) h1
  have B := metric_integral_ge h.smooth h.normalized hp h0
  have e : Real.pi ^ 2 / (4 * Real.pi) = Real.pi / 4 := by field_simp
  rw [show 0 - -Real.pi = Real.pi by ring, e] at A
  rw [sub_zero, e] at B
  have hc := continuous_metric h.smooth
  rw [zoneAverage, ← intervalIntegral.integral_add_adjacent_intervals
    (hc.intervalIntegrable (-Real.pi) 0) (hc.intervalIntegrable 0 Real.pi),
    one_div_mul_eq_div, le_div_iff₀ (by positivity)]
  linarith
```

## A two-orbital band that attains the bound

Take one even and one odd orbital with real amplitudes \(a\) and \(b\). The vector below has squared norm \(a^2+b^2\), so it is normalized when the amplitudes are a cosine and a sine of the same angle.

```lean
/-- The two-orbital vector with real amplitudes `a` and `b`; it is normalized when `a² + b² = 1`. -/
def state (a b : ℝ) : EuclideanSpace ℂ (Fin 2) :=
  a • !₂[(1 : ℂ), 0] + b • !₂[(0 : ℂ), 1]
```

Inversion is \(S=\mathrm{diag}(1,-1)\).

```lean
/-- Inversion for one even and one odd orbital: the second amplitude changes sign. -/
def parity : EuclideanSpace ℂ (Fin 2) →ₗ[ℂ] EuclideanSpace ℂ (Fin 2) where
  toFun x := !₂[x 0, -x 1]
  map_add' x y := by ext i; fin_cases i <;> simp [add_comm]
  map_smul' c x := by ext i; fin_cases i <;> simp
```

The band \(u(k)=(\cos(k/2),\sin(k/2))\) satisfies \(u(-k)=Su(k)\) with phase \(1\). At \(k=0\) it is the even orbital \((1,0)\), and at \(k=\pi\) the odd orbital \((0,1)\). Its derivative is

\[
u'(k)=\tfrac12\big(-\sin(k/2),\cos(k/2)\big),
\]

which is orthogonal to \(u(k)\) and has squared norm \(1/4\). Hence \(g=1/4\) at every \(k\), and so is the average. The theorem checks all six fields of the structure, using `hN`, `hI` and `hP` for norms, inner products and the action of inversion, and then evaluates the constant integral.

```lean
/-- The band `(cos(k/2), sin(k/2))` has opposite parities at `0` and `π`, and its
zone-averaged quantum metric equals `1/4`. -/
theorem average_metric_witness :
    OppositeParityBand parity (fun k => state (Real.cos (k / 2)) (Real.sin (k / 2))) ∧
    zoneAverage (quantumMetric fun k => state (Real.cos (k / 2)) (Real.sin (k / 2))) =
      1 / 4 := by
  have hN (a b : ℝ) : ‖state a b‖ ^ 2 = a ^ 2 + b ^ 2 := by
    simp [state, EuclideanSpace.norm_sq_eq, Fin.sum_univ_two]
  have hI (a b c d : ℝ) :
      inner ℂ (state a b) (state c d) = ((a * c + b * d : ℝ) : ℂ) := by
    have h0 (a b : ℝ) : (state a b) 0 = (a : ℂ) := by simp [state]
    have h1 (a b : ℝ) : (state a b) 1 = (b : ℂ) := by simp [state]
    rw [PiLp.inner_apply, Fin.sum_univ_two]
    simp [h0, h1]
    ring
  have hP (a b : ℝ) : parity (state a b) = state a (-b) := by
    ext i
    fin_cases i <;> simp [parity, state]
  refine ⟨⟨?_, fun k => ?_, fun x y => ?_, fun k => ⟨1, by simp, ?_⟩, ?_, ?_⟩, ?_⟩
  · unfold state
    fun_prop
  · have h := hN (Real.cos (k / 2)) (Real.sin (k / 2))
    rw [Real.cos_sq_add_sin_sq] at h
    nlinarith [norm_nonneg (state (Real.cos (k / 2)) (Real.sin (k / 2)))]
  · simp [parity, PiLp.inner_apply, Fin.sum_univ_two]
  · simp only [hP, one_smul, neg_div, Real.cos_neg, Real.sin_neg]
  · simp [hP]
  · simp only [hP, Real.cos_pi_div_two, Real.sin_pi_div_two]
    simp [state]
  · have hg : (quantumMetric fun k => state (Real.cos (k / 2)) (Real.sin (k / 2))) =
        fun _ => 1 / 4 := by
      ext k
      have hd : HasDerivAt (fun k => state (Real.cos (k / 2)) (Real.sin (k / 2)))
          (state (-Real.sin (k / 2) * (1 / 2)) (Real.cos (k / 2) * (1 / 2))) k :=
        (((hasDerivAt_id' k).div_const 2).cos.smul_const _).fun_add
          (((hasDerivAt_id' k).div_const 2).sin.smul_const _)
      have hi : inner ℂ (state (Real.cos (k / 2)) (Real.sin (k / 2)))
          (state (-Real.sin (k / 2) * (1 / 2)) (Real.cos (k / 2) * (1 / 2))) = 0 := by
        rw [hI, Complex.ofReal_eq_zero]
        ring
      rw [quantumMetric, hd.deriv, hi, hN, norm_zero]
      linear_combination (1 / 4 : ℝ) * Real.sin_sq_add_cos_sq (k / 2)
    rw [hg, zoneAverage, intervalIntegral.integral_const, smul_eq_mul,
      show Real.pi - -Real.pi = 2 * Real.pi by ring, ← mul_assoc,
      one_div_mul_cancel (by positivity), one_mul]

end

end ParityQuantumMetric
```

```lean
#print axioms ParityQuantumMetric.average_metric_ge
```

```
'ParityQuantumMetric.average_metric_ge' depends on axioms: [propext, Classical.choice, Quot.sound]
```
